# Doublet energies of three exchange-coupled spin-1/2 sites

Take three spins with a single coupling $J$, between sites 1 and 2. The Hamiltonian is $H = Q + J P_{12}$, where $Q$ is a constant and $P_{12}$ swaps the spins of the two sites. Two states of total spin 1/2 are

$$|{\downarrow\uparrow\uparrow}\rangle - |{\uparrow\downarrow\uparrow}\rangle, \qquad |{\downarrow\uparrow\uparrow}\rangle + |{\uparrow\downarrow\uparrow}\rangle - 2|{\uparrow\uparrow\downarrow}\rangle .$$

The swap multiplies the first by $-1$ and the second by $+1$, so their energies are $Q - J$ and $Q + J$. No other energy is possible, because $P_{12}^2 = 1$ forces $(E-Q)^2 = J^2$.

With three real couplings the exchange part does not in general square to a number on every state, but it always does on the doublets, the states with $S^2 = 3/4$. The number is $R^2$, with

$$R = \sqrt{\tfrac12\left[(J_{12}-J_{13})^2 + (J_{13}-J_{23})^2 + (J_{12}-J_{23})^2\right]},$$

and the doublet energies are exactly $Q \pm R$.

## Spins, swaps and the Hamiltonian

```lean
import Mathlib

namespace ThreeSpinValenceBond

noncomputable section
```

The file loads the library Mathlib and opens a namespace for its own names.

```lean
/-- A state of three spin-1/2 sites: one complex amplitude for each spin configuration,
with `0` for spin up and `1` for spin down. -/
abbrev State := Fin 2 → Fin 2 → Fin 2 → ℂ
```

A state is a function $\psi(a,b,c)$ giving a complex amplitude for each of the eight spin configurations. `Fin 2` is the set $\{0,1\}$, with 0 for up and 1 for down. Normalisation is not required.

```lean
/-- The spin matrix `Sx` of one site, in units of ħ. -/
def sx : Matrix (Fin 2) (Fin 2) ℂ := !![0, 1 / 2; 1 / 2, 0]
```

This is $S_x$ for one site, half the Pauli matrix, with $\hbar = 1$.

```lean
/-- The spin matrix `Sy` of one site, in units of ħ. -/
def sy : Matrix (Fin 2) (Fin 2) ℂ := !![0, -Complex.I / 2; Complex.I / 2, 0]
```

This is $S_y$, with `Complex.I` for the imaginary unit.

```lean
/-- The spin matrix `Sz` of one site, in units of ħ. -/
def sz : Matrix (Fin 2) (Fin 2) ℂ := !![1 / 2, 0; 0, -1 / 2]
```

This is $S_z$, with $+1/2$ for up.

```lean
/-- The sum over the three sites of the one-site operator `A`. -/
def total (A : Matrix (Fin 2) (Fin 2) ℂ) (ψ : State) : State := fun a b c =>
  ∑ s, (A a s * ψ s b c + A b s * ψ a s c + A c s * ψ a b s)
```

A one-site matrix $A$ becomes the total operator $A_1 + A_2 + A_3$: each term applies $A$ to one argument of $\psi$ and leaves the other two alone.

```lean
/-- The square of the total spin, `S² = Sx² + Sy² + Sz²`. -/
def spinSq (ψ : State) : State :=
  total sx (total sx ψ) + total sy (total sy ψ) + total sz (total sz ψ)
```

Each component of the total spin is applied twice and the results are added, which is the usual $S^2$.

```lean
/-- The operator that swaps the spins of sites 1 and 2. -/
def P12 (ψ : State) : State := fun a b c => ψ b a c
```

The swap exchanges the first two arguments: $(P_{12}\psi)(a,b,c) = \psi(b,a,c)$.

```lean
/-- The operator that swaps the spins of sites 1 and 3. -/
def P13 (ψ : State) : State := fun a b c => ψ c b a
```

Likewise $(P_{13}\psi)(a,b,c) = \psi(c,b,a)$.

```lean
/-- The operator that swaps the spins of sites 2 and 3. -/
def P23 (ψ : State) : State := fun a b c => ψ a c b
```

And $(P_{23}\psi)(a,b,c) = \psi(a,c,b)$.

```lean
/-- The Hamiltonian `H = Q + J12 P12 + J13 P13 + J23 P23`. -/
def ham (Q J12 J13 J23 : ℝ) (ψ : State) : State :=
  (Q : ℂ) • ψ + (J12 : ℂ) • P12 ψ + (J13 : ℂ) • P13 ψ + (J23 : ℂ) • P23 ψ
```

This is $H = Q + J_{12}P_{12} + J_{13}P_{13} + J_{23}P_{23}$; the sign `•` multiplies a state by a number. The real parameters are given, not computed from orbitals. $Q$ stands for the energy common to all spin arrangements, and $J_{ij}$ for the exchange coupling of two sites. With this sign a singlet pair contributes $-J_{ij}$, so a positive coupling favours singlet pairing.

```lean
/-- A state is a doublet when `S² ψ = 3/4 ψ`. -/
def IsDoublet (ψ : State) : Prop := spinSq ψ = (3 / 4 : ℂ) • ψ
```

`IsDoublet` is the eigenvalue condition $S^2\psi = \tfrac34\psi$, with $\tfrac34 = s(s+1)$ at $s = \tfrac12$. The zero vector satisfies it too, so the energy theorem asks separately for a nonzero state.

```lean
/-- The square root of half the sum of the squared differences of the couplings. -/
def root (J12 J13 J23 : ℝ) : ℝ :=
  √(((J12 - J13) ^ 2 + (J13 - J23) ^ 2 + (J12 - J23) ^ 2) / 2)
```

`root` is the number $R$ defined above.

```lean
/-- The superposition `x (|↓↑↑⟩ - |↑↑↓⟩) + y (|↑↓↑⟩ - |↑↑↓⟩)` of two unnormalised
valence-bond structures, with a singlet bond 1-3 and a singlet bond 2-3. -/
def vb (x y : ℂ) : State := ![![![0, -(x + y)], ![y, 0]], ![![x, 0], ![0, 0]]]
```

Write $v_{13} = |{\downarrow\uparrow\uparrow}\rangle - |{\uparrow\uparrow\downarrow}\rangle$ and $v_{23} = |{\uparrow\downarrow\uparrow}\rangle - |{\uparrow\uparrow\downarrow}\rangle$. Each has a singlet bond between the named sites and an up spin on the remaining one. Then `vb x y` is $x\,v_{13} + y\,v_{23}$. Each structure has squared norm 2 and their inner product is 1, so the normalised structures overlap by $1/2$.

## Doublets are annihilated by the sum of the swaps

```lean
/-- For three spin-1/2 sites, `S² = 3/4 + P12 + P13 + P23`. -/
theorem spinSq_eq_swaps (ψ : State) :
    spinSq ψ = (3 / 4 : ℂ) • ψ + P12 ψ + P13 ψ + P23 ψ := by
  funext a b c
  fin_cases a <;> fin_cases b <;> fin_cases c <;>
    simp [spinSq, total, sx, sy, sz, P12, P13, P23, Fin.sum_univ_two] <;>
    ring_nf <;> simp only [Complex.I_sq] <;> ring
```

The statement is $S^2 = \tfrac34 + P_{12} + P_{13} + P_{23}$. For two spins, $\mathbf s_i\cdot\mathbf s_j$ is $\tfrac14$ on triplets and $-\tfrac34$ on the singlet, while $P_{ij}$ is $+1$ and $-1$. Hence $\mathbf s_i\cdot\mathbf s_j = \tfrac12 P_{ij} - \tfrac14$, and

$$S^2 = 3\cdot\tfrac34 + 2\sum_{i<j}\left(\tfrac12P_{ij} - \tfrac14\right) = \tfrac34 + \sum_{i<j}P_{ij}.$$

Lean takes a more direct route: `funext` compares amplitudes, `fin_cases` runs through the eight configurations, and the remaining tactics evaluate each one.

```lean
/-- A state is a doublet exactly when the sum of the three swaps annihilates it. -/
theorem isDoublet_iff (ψ : State) :
    IsDoublet ψ ↔ ∀ a b c, ψ b a c + ψ c b a + ψ a c b = 0 := by
  unfold IsDoublet
  rw [spinSq_eq_swaps]
  constructor
  · intro h a b c
    have h' := congrFun (congrFun (congrFun h a) b) c
    simp only [P12, P13, P23, Pi.add_apply, Pi.smul_apply, smul_eq_mul] at h'
    linear_combination h'
  · intro h
    funext a b c
    simp only [P12, P13, P23, Pi.add_apply, Pi.smul_apply, smul_eq_mul]
    linear_combination h a b c
```

Subtracting $\tfrac34\psi$ from both sides of the doublet condition leaves $(P_{12}+P_{13}+P_{23})\psi = 0$, written here amplitude by amplitude. The tactic `linear_combination` proves an equation by checking that it is a stated combination of known ones.

## The exchange part squares to a number

```lean
/-- The square of `root`, as a complex number, is half the sum of the squared differences
of the couplings. -/
theorem root_sq (J12 J13 J23 : ℝ) : (root J12 J13 J23 : ℂ) ^ 2 =
    (((J12 : ℂ) - J13) ^ 2 + ((J13 : ℂ) - J23) ^ 2 + ((J12 : ℂ) - J23) ^ 2) / 2 := by
  have h : root J12 J13 J23 ^ 2 =
      ((J12 - J13) ^ 2 + (J13 - J23) ^ 2 + (J12 - J23) ^ 2) / 2 :=
    Real.sq_sqrt (by positivity)
  exact_mod_cast h
```

This is $R^2$ without the square root, which is legitimate because a sum of squares is nonnegative. The last line transfers the identity from real to complex numbers.

```lean
/-- On doublets the exchange part of the Hamiltonian (`Q = 0`) squares to the number
`root ^ 2`. -/
theorem exchange_sq (J12 J13 J23 : ℝ) {ψ : State} (hψ : IsDoublet ψ) :
    ham 0 J12 J13 J23 (ham 0 J12 J13 J23 ψ) = (root J12 J13 J23 : ℂ) ^ 2 • ψ := by
  have h := (isDoublet_iff ψ).1 hψ
  funext a b c
  simp only [ham, P12, P13, P23, Pi.add_apply, Pi.smul_apply, smul_eq_mul,
    Complex.ofReal_zero]
  -- the two cyclic permutations of a doublet add up to minus the state
  linear_combination ((J12 : ℂ) * J13 + J13 * J23 + J12 * J23) * h b a c
    - ψ a b c * root_sq J12 J13 J23
```

Let $K = J_{12}P_{12} + J_{13}P_{13} + J_{23}P_{23}$, which is `ham` with $Q = 0$. Each swap squares to one, and two different swaps multiplied in the two possible orders give the two cyclic permutations, $C$ and $C^{-1}$. Therefore

$$K^2 = J_{12}^2 + J_{13}^2 + J_{23}^2 + (J_{12}J_{13} + J_{13}J_{23} + J_{12}J_{23})(C + C^{-1}).$$

Applying $P_{12}$ to $(P_{12}+P_{13}+P_{23})\psi = 0$ gives $\psi + C\psi + C^{-1}\psi = 0$. On a doublet, then, $C + C^{-1}$ acts as $-1$, and

$$K^2\psi = (J_{12}^2 + J_{13}^2 + J_{23}^2 - J_{12}J_{13} - J_{13}J_{23} - J_{12}J_{23})\psi = R^2\psi.$$

In the code, `h b a c` is the cyclic identity at one configuration.

## Two bonds and a two-by-two matrix

```lean
/-- The Hamiltonian maps superpositions of the two valence-bond structures to such
superpositions, with the two-by-two matrix shown. -/
theorem ham_vb (Q J12 J13 J23 : ℝ) (x y : ℂ) :
    ham Q J12 J13 J23 (vb x y) =
      vb ((Q + J23 - J13) * x + (J12 - J13) * y)
        ((J12 - J23) * x + (Q + J13 - J23) * y) := by
  funext a b c
  -- let the swaps act on general spins before inserting the eight configurations
  simp only [ham, P12, P13, P23, Pi.add_apply, Pi.smul_apply, smul_eq_mul]
  fin_cases a <;> fin_cases b <;> fin_cases c <;> simp [vb] <;> ring
```

The swaps act on the two structures as follows:

- $P_{12}$ exchanges $v_{13}$ and $v_{23}$.
- $P_{13}v_{13} = -v_{13}$ and $P_{13}v_{23} = v_{23} - v_{13}$.
- $P_{23}v_{23} = -v_{23}$ and $P_{23}v_{13} = v_{13} - v_{23}$.

Collecting terms, $H$ sends the coefficients $(x,y)$ to $M(x,y)^{T}$ with

$$M = \begin{pmatrix} Q + J_{23} - J_{13} & J_{12} - J_{13} \\ J_{12} - J_{23} & Q + J_{13} - J_{23}\end{pmatrix}.$$

$M$ is generally not symmetric, because the basis is not orthogonal. A nonorthogonal CI program usually has the matrix elements between structures instead, and solves $\mathbf H c = E\,\mathbf S c$ with the overlap matrix $\mathbf S$; here $M = \mathbf S^{-1}\mathbf H$. For $Q = 0$, $J_{12} = 1$ and the other couplings zero, the normalised structures give

$$\mathbf H = \begin{pmatrix} 1/2 & 1 \\ 1 & 1/2\end{pmatrix},\qquad \mathbf S = \begin{pmatrix} 1 & 1/2 \\ 1/2 & 1\end{pmatrix}.$$

In Python, `scipy.linalg.eigh(H, S, eigvals_only=True)` returns $\pm1$ up to rounding, in agreement with $\pm R$. Leaving out `S` gives $-1/2$ and $3/2$.

```lean
/-- Each square root `μ` of `root ^ 2` gives a nonzero doublet of energy `Q + μ`. -/
theorem exists_doublet (Q J12 J13 J23 : ℝ) (μ : ℂ)
    (hμ : μ ^ 2 = (root J12 J13 J23 : ℂ) ^ 2) :
    ∃ ψ : State, ψ ≠ 0 ∧ IsDoublet ψ ∧ ham Q J12 J13 J23 ψ = (Q + μ) • ψ := by
  rw [root_sq] at hμ
  have hd : ∀ x y, IsDoublet (vb x y) := by
    intro x y
    rw [isDoublet_iff]
    intro a b c
    fin_cases a <;> fin_cases b <;> fin_cases c <;> simp [vb]
  have hs : ∀ k x y : ℂ, k • vb x y = vb (k * x) (k * y) := by
    intro k x y
    funext a b c
    fin_cases a <;> fin_cases b <;> fin_cases c <;> simp [vb]
    ring
  have hx : ∀ x y, vb x y = 0 → x = 0 := fun x y h => by
    simpa [vb] using congrFun (congrFun (congrFun h 1) 0) 0
  have hy : ∀ x y, vb x y = 0 → y = 0 := fun x y h => by
    simpa [vb] using congrFun (congrFun (congrFun h 0) 1) 0
  by_cases h : (J12 : ℂ) - J13 = 0 ∧ μ + J13 - J23 = 0
  · -- the general eigenvector vanishes here, and a fixed one takes its place
    obtain ⟨h1, h2⟩ := h
    refine ⟨vb 2 (-1), fun h0 => two_ne_zero (hx _ _ h0), hd _ _, ?_⟩
    rw [ham_vb, hs]
    congr 1
    · linear_combination -h1 - 2 * h2
    · linear_combination 2 * h1 + h2
  · refine ⟨vb (J12 - J13) (μ + J13 - J23),
      fun h0 => h ⟨hx _ _ h0, hy _ _ h0⟩, hd _ _, ?_⟩
    rw [ham_vb, hs]
    congr 1
    · ring
    · linear_combination -hμ
```

For each $\mu$ with $\mu^2 = R^2$ there is a nonzero doublet of energy $Q + \mu$. The first row of $(M - Q - \mu)(x,y)^{T} = 0$ is solved by

$$x = J_{12} - J_{13},\qquad y = \mu + J_{13} - J_{23}.$$

The second row then becomes

$$(J_{12}-J_{23})(J_{12}-J_{13}) + (J_{13}-J_{23})^2 - \mu^2 = R^2 - \mu^2 = 0.$$

If both coefficients vanish, then $J_{12} = J_{13}$ and $\mu = J_{23} - J_{13}$, and the vector $(2,-1)$ solves both rows. This case includes three equal couplings.

The auxiliary facts `hd`, `hs`, `hx` and `hy` say that every `vb x y` is a doublet, that scaling acts on the coefficients, and that a zero state has zero coefficients. `by_cases` separates the exceptional vector from the general one.

## The levels and where they meet

```lean
/-- The energies of the nonzero doublet eigenstates of `H` are exactly
`Q + root` and `Q - root`. -/
theorem doublet_energies (Q J12 J13 J23 : ℝ) (E : ℂ) :
    (∃ ψ : State, ψ ≠ 0 ∧ IsDoublet ψ ∧ ham Q J12 J13 J23 ψ = E • ψ) ↔
      E = Q + root J12 J13 J23 ∨ E = Q - root J12 J13 J23 := by
  constructor
  · rintro ⟨ψ, h0, hd, hE⟩
    have he : ham 0 J12 J13 J23 ψ = (E - Q) • ψ := by
      funext a b c
      have h := congrFun (congrFun (congrFun hE a) b) c
      simp only [ham, Pi.add_apply, Pi.smul_apply, smul_eq_mul, Complex.ofReal_zero] at h ⊢
      linear_combination h
    have hl : ham 0 J12 J13 J23 ((E - Q) • ψ) = (E - Q) • ham 0 J12 J13 J23 ψ := by
      funext a b c
      simp only [ham, P12, P13, P23, Pi.add_apply, Pi.smul_apply, smul_eq_mul]
      ring
    -- apply the exchange part twice and compare with its square
    have h2 := exchange_sq J12 J13 J23 hd
    rw [he, hl, he, smul_smul] at h2
    have h3 := smul_left_injective ℂ h0 h2
    have h4 : (E - Q - root J12 J13 J23) * (E - Q + root J12 J13 J23) = 0 := by
      linear_combination h3
    rcases mul_eq_zero.1 h4 with h | h
    · left
      linear_combination h
    · right
      linear_combination h
  · rintro (rfl | rfl)
    · exact exists_doublet Q J12 J13 J23 _ rfl
    · rw [sub_eq_add_neg]
      exact exists_doublet Q J12 J13 J23 _ (neg_sq _)
```

A complex number $E$ is the energy of some nonzero doublet eigenstate if and only if $E = Q + R$ or $E = Q - R$. The theorem identifies the energies; it does not count their degeneracies.

From left to right, $H\psi = E\psi$ gives $K\psi = (E-Q)\psi$. Applying $K$ again gives $(E-Q)^2\psi = R^2\psi$, and since $\psi \neq 0$,

$$(E - Q - R)(E - Q + R) = 0.$$

From right to left, the previous theorem supplies the state, with $\mu = R$ or $\mu = -R$.

```lean
/-- The two doublet levels coincide exactly when all three couplings are equal. -/
theorem levels_coincide_iff (Q J12 J13 J23 : ℝ) :
    Q + root J12 J13 J23 = Q - root J12 J13 J23 ↔ J12 = J13 ∧ J13 = J23 := by
  constructor
  · intro h
    have h0 : root J12 J13 J23 = 0 := by linarith
    have h1 : ((J12 - J13) ^ 2 + (J13 - J23) ^ 2 + (J12 - J23) ^ 2) / 2 = 0 :=
      (Real.sqrt_eq_zero (by positivity)).1 h0
    constructor <;>
      nlinarith [sq_nonneg (J12 - J13), sq_nonneg (J13 - J23), sq_nonneg (J12 - J23)]
  · rintro ⟨rfl, rfl⟩
    simp [root]
```

The levels coincide exactly when $R = 0$. A sum of real squares vanishes only if every square does, so all three couplings agree; the converse is immediate. Real couplings matter here. With $\omega = e^{2\pi i/3}$, the complex values $J_{12} = 1$, $J_{13} = \omega$, $J_{23} = \omega^2$ are all different, yet the expression for $R^2$ is zero. With such values $H$ is not Hermitian, so the example only shows where the algebra uses real couplings.

In a valence-bond model of H₃ with one spin per atom and these couplings, an equilateral geometry makes the couplings equal by symmetry, and the two doublet levels meet there. The theorem speaks of couplings; how they depend on the distances is a separate input.

```lean
/-- Every state with `S² ψ = 15/4 ψ` satisfies `H ψ = (Q + J12 + J13 + J23) ψ`. -/
theorem quartet_energy (Q J12 J13 J23 : ℝ) {ψ : State}
    (hψ : spinSq ψ = (15 / 4 : ℂ) • ψ) :
    ham Q J12 J13 J23 ψ = ((Q : ℂ) + J12 + J13 + J23) • ψ := by
  rw [spinSq_eq_swaps] at hψ
  have h : ∀ a b c, ψ b a c + ψ c b a + ψ a c b = 3 * ψ a b c := by
    intro a b c
    have h' := congrFun (congrFun (congrFun hψ a) b) c
    simp only [P12, P13, P23, Pi.add_apply, Pi.smul_apply, smul_eq_mul] at h'
    linear_combination h'
  funext a b c
  -- each swap leaves the amplitude unchanged
  have h1 : ψ b a c = ψ a b c := by
    linear_combination (1 / 3 : ℂ) * h a b c
      + (1 / 9 : ℂ) * (h c b a + h a c b - 2 * h b a c)
  have h2 : ψ c b a = ψ a b c := by
    linear_combination (1 / 3 : ℂ) * h a b c
      + (1 / 9 : ℂ) * (h b a c + h a c b - 2 * h c b a)
  have h3 : ψ a c b = ψ a b c := by
    linear_combination (1 / 3 : ℂ) * h a b c
      + (1 / 9 : ℂ) * (h b a c + h c b a - 2 * h a c b)
  simp only [ham, P12, P13, P23, Pi.add_apply, Pi.smul_apply, smul_eq_mul]
  rw [h1, h2, h3]
  ring

end

end ThreeSpinValenceBond
```

States with $S^2 = 15/4$, the quartets, have energy $Q + J_{12} + J_{13} + J_{23}$. By the swap formula, $(P_{12}+P_{13}+P_{23})\psi = 3\psi$. Applying any one swap $P_{ij}$ to this equation gives

$$\psi + C\psi + C^{-1}\psi = 3P_{ij}\psi.$$

The left side is the same for all three swaps, so the three states $P_{ij}\psi$ are equal. They add up to $3\psi$, so each equals $\psi$. These are `h1`, `h2` and `h3` in the proof, and inserting them in $H\psi$ gives the energy.

```lean
#print axioms ThreeSpinValenceBond.doublet_energies
#print axioms ThreeSpinValenceBond.levels_coincide_iff
#print axioms ThreeSpinValenceBond.quartet_energy
```

```
'ThreeSpinValenceBond.doublet_energies' depends on axioms: [propext, Classical.choice, Quot.sound]
'ThreeSpinValenceBond.levels_coincide_iff' depends on axioms: [propext, Classical.choice, Quot.sound]
'ThreeSpinValenceBond.quartet_energy' depends on axioms: [propext, Classical.choice, Quot.sound]
```
